# A molecular energy of atom, bond and angle terms equals its star energies minus its bond-fragment energies

A molecule is a finite simple graph with atoms as vertices and bonds as edges, and a fragment is a set of atoms with a set of bonds. An angle is a central atom $v$ with an unordered pair $p$ of distinct atoms, both bonded to $v$ within the fragment.

In Lean 4 with Mathlib:

```lean
import Mathlib

open Finset

namespace ConnectivityHierarchy

noncomputable section

/-- A molecular fragment: a finite set of atoms and a finite set of bonds. -/
structure Fragment (V : Type*) where
  atoms : Finset V
  bonds : Finset (Sym2 V)

/-- Energy contributions of single atoms, of bonds, and of angles; an angle is given by
its central atom and the unordered pair of its outer atoms. -/
structure LocalTerms (V A : Type*) where
  atom : V → A
  bond : Sym2 V → A
  angle : V → Sym2 V → A

variable {V A : Type*} [Fintype V] [DecidableEq V] [AddCommGroup A]

open Classical in
/-- The angles of a fragment centred at `v`: pairs of distinct atoms, both bonded to `v`
within the fragment. -/
def Fragment.angles (F : Fragment V) (v : V) : Finset (Sym2 V) :=
  Finset.univ.filter (fun p => ¬ p.IsDiag ∧ ∀ u ∈ p, s(v, u) ∈ F.bonds)

/-- The energy of a fragment: the sum of its atom, bond and angle terms. -/
def energy (T : LocalTerms V A) (F : Fragment V) : A :=
  ∑ v ∈ F.atoms, T.atom v + ∑ e ∈ F.bonds, T.bond e + ∑ v, ∑ p ∈ F.angles v, T.angle v p

/-- The whole molecule, with all atoms and all bonds of the graph. -/
def molecule (G : SimpleGraph V) [DecidableRel G.Adj] : Fragment V :=
  ⟨Finset.univ, G.edgeFinset⟩

/-- The atom-centred fragment: an atom, its neighbours, and the bonds that meet the atom. -/
def starFragment (G : SimpleGraph V) [DecidableRel G.Adj] (v : V) : Fragment V :=
  ⟨insert v (G.neighborFinset v), G.edgeFinset.filter (fun e => v ∈ e)⟩

/-- The fragment made of one bond and its end atoms. -/
def bondFragment (e : Sym2 V) : Fragment V := ⟨e.toFinset, {e}⟩

/-- The fragment made of one isolated atom. -/
def atomFragment (v : V) : Fragment V := ⟨{v}, ∅⟩

/-- The star at `v` contains every angle of the molecule centred at `v`, and no other
angle centred there. -/
theorem star_angles_self (G : SimpleGraph V) [DecidableRel G.Adj] (v : V) :
    (starFragment G v).angles v = (molecule G).angles v := by
  ext p
  simp [Fragment.angles, starFragment, molecule]

/-- The star at `v` contains no angle centred at another atom. -/
theorem star_angles_of_ne (G : SimpleGraph V) [DecidableRel G.Adj] {v w : V} (h : w ≠ v) :
    (starFragment G v).angles w = ∅ := by
  apply Finset.eq_empty_of_forall_notMem
  intro p
  induction p using Sym2.ind with
  | _ x y =>
    intro hp
    simp only [Fragment.angles, Finset.mem_filter, Finset.mem_univ, true_and] at hp
    obtain ⟨hxy, hb⟩ := hp
    have hx := hb x (Sym2.mem_mk_left x y)
    have hy := hb y (Sym2.mem_mk_right x y)
    simp only [starFragment, Finset.mem_filter, Sym2.mem_iff] at hx hy
    -- both outer atoms would have to be the centre of the star
    have hvx : v = x := hx.2.resolve_left (fun k => h k.symm)
    have hvy : v = y := hy.2.resolve_left (fun k => h k.symm)
    apply hxy
    rw [← hvx, ← hvy]
    simp

/-- A single bond contains no angle. -/
theorem bond_angles (e : Sym2 V) (w : V) : (bondFragment e).angles w = ∅ := by
  apply Finset.eq_empty_of_forall_notMem
  intro p
  induction p using Sym2.ind with
  | _ x y =>
    intro hp
    simp only [Fragment.angles, Finset.mem_filter, Finset.mem_univ, true_and] at hp
    obtain ⟨hxy, hb⟩ := hp
    have hx := hb x (Sym2.mem_mk_left x y)
    have hy := hb y (Sym2.mem_mk_right x y)
    simp only [bondFragment, Finset.mem_singleton] at hx hy
    have h : x = y := Sym2.congr_right.mp (hx.trans hy.symm)
    apply hxy
    rw [h]
    simp

/-- Summed over all stars, each atom term is counted once more than the degree of the atom,
each bond term twice, and each angle term once. -/
theorem sum_star_energy (G : SimpleGraph V) [DecidableRel G.Adj] (T : LocalTerms V A) :
    ∑ v, energy T (starFragment G v) =
      ∑ v, (G.degree v + 1) • T.atom v + 2 • ∑ e ∈ G.edgeFinset, T.bond e
        + ∑ v, ∑ p ∈ (molecule G).angles v, T.angle v p := by
  -- atoms: exchange the roles of centre and neighbour
  have hatom : ∑ v, ∑ u ∈ (starFragment G v).atoms, T.atom u
      = ∑ v, (G.degree v + 1) • T.atom v := by
    have hn : ∑ v, ∑ u ∈ G.neighborFinset v, T.atom u = ∑ u, G.degree u • T.atom u := by
      rw [Finset.sum_comm' (s' := fun u => G.neighborFinset u) (t' := Finset.univ)
        (by intro x y; simp [G.adj_comm])]
      simp only [Finset.sum_const, SimpleGraph.card_neighborFinset_eq_degree]
    have hi : ∀ v, ∑ u ∈ (starFragment G v).atoms, T.atom u
        = T.atom v + ∑ u ∈ G.neighborFinset v, T.atom u := by
      intro v
      exact Finset.sum_insert (by simp)
    simp only [hi, Finset.sum_add_distrib, hn, add_smul, one_smul]
    abel
  -- bonds: each bond belongs to the stars of its two ends
  have hbond : ∑ v, ∑ e ∈ (starFragment G v).bonds, T.bond e
      = 2 • ∑ e ∈ G.edgeFinset, T.bond e := by
    rw [Finset.sum_comm' (s' := fun e => e.toFinset) (t' := G.edgeFinset)
      (by intro x y; simp [starFragment, and_comm]), Finset.smul_sum]
    apply Finset.sum_congr rfl
    intro e he
    rw [Finset.sum_const, Sym2.card_toFinset_of_not_isDiag e
      (G.not_isDiag_of_mem_edgeSet (SimpleGraph.mem_edgeFinset.mp he))]
  -- angles: only the centre of a star contributes
  have hangle : ∀ v, ∑ w, ∑ p ∈ (starFragment G v).angles w, T.angle w p
      = ∑ p ∈ (molecule G).angles v, T.angle v p := by
    intro v
    rw [Finset.sum_eq_single v, star_angles_self]
    · intro w _ hw
      rw [star_angles_of_ne G hw, Finset.sum_empty]
    · intro hv
      exact absurd (Finset.mem_univ v) hv
  simp only [energy, Finset.sum_add_distrib, hatom, hbond, hangle]

/-- Summed over all bond fragments, each atom term is counted as often as the degree of the
atom, and each bond term once. -/
theorem sum_bond_energy (G : SimpleGraph V) [DecidableRel G.Adj] (T : LocalTerms V A) :
    ∑ e ∈ G.edgeFinset, energy T (bondFragment e) =
      ∑ v, G.degree v • T.atom v + ∑ e ∈ G.edgeFinset, T.bond e := by
  have hatom : ∑ e ∈ G.edgeFinset, ∑ v ∈ e.toFinset, T.atom v
      = ∑ v, G.degree v • T.atom v := by
    rw [Finset.sum_comm' (s' := fun v => G.edgeFinset.filter (fun e => v ∈ e))
      (t' := Finset.univ) (by intro x y; simp)]
    apply Finset.sum_congr rfl
    intro v _
    rw [Finset.sum_const, ← SimpleGraph.incidenceFinset_eq_filter,
      SimpleGraph.card_incidenceFinset_eq_degree]
  have he : ∀ e : Sym2 V, energy T (bondFragment e)
      = ∑ v ∈ e.toFinset, T.atom v + T.bond e := by
    intro e
    simp only [energy, bond_angles, Finset.sum_empty, Finset.sum_const_zero, add_zero]
    simp [bondFragment]
  simp only [he, Finset.sum_add_distrib, hatom]

/-- The energy of a molecule with atom, bond and angle terms is the sum of its star energies minus
the sum of its bond-fragment energies. -/
theorem energy_eq_stars_sub_bonds (G : SimpleGraph V) [DecidableRel G.Adj]
    (T : LocalTerms V A) :
    energy T (molecule G) = ∑ v, energy T (starFragment G v)
      - ∑ e ∈ G.edgeFinset, energy T (bondFragment e) := by
  rw [sum_star_energy, sum_bond_energy]
  simp only [energy, molecule, add_smul, one_smul, Finset.sum_add_distrib]
  abel

/-- The sum of the bond-fragment energies, minus the energy of each isolated atom times its degree
minus one, is the molecular energy without its angle terms. -/
theorem bond_scheme_misses_angles (G : SimpleGraph V) [DecidableRel G.Adj]
    (T : LocalTerms V A) :
    ∑ e ∈ G.edgeFinset, energy T (bondFragment e)
        - ∑ v, ((G.degree v : ℤ) - 1) • energy T (atomFragment v)
      = energy T (molecule G) - ∑ v, ∑ p ∈ (molecule G).angles v, T.angle v p := by
  have hempty : ∀ v w : V, (atomFragment v).angles w = ∅ := by
    intro v w
    apply Finset.eq_empty_of_forall_notMem
    intro p
    induction p using Sym2.ind with
    | _ x y =>
      intro hp
      simp only [Fragment.angles, Finset.mem_filter] at hp
      have hx := hp.2.2 x (Sym2.mem_mk_left x y)
      simp [atomFragment] at hx
  have ha : ∀ v, energy T (atomFragment v) = T.atom v := by
    intro v
    simp only [energy, hempty, Finset.sum_empty, Finset.sum_const_zero, add_zero]
    simp [atomFragment]
  rw [sum_bond_energy]
  simp only [ha, sub_smul, one_smul, natCast_zsmul, Finset.sum_sub_distrib]
  simp only [energy, molecule]
  abel

/-- If two methods differ on every fragment by the fragment's energy for one fixed choice of atom,
bond and angle terms, the low-level molecular energy corrected on stars and bonds equals the
high-level one. -/
theorem composite_energy_exact (G : SimpleGraph V) [DecidableRel G.Adj]
    (T : LocalTerms V A) (high low : Fragment V → A)
    (h : ∀ F, high F - low F = energy T F) :
    high (molecule G) = low (molecule G)
      + (∑ v, (high (starFragment G v) - low (starFragment G v))
        - ∑ e ∈ G.edgeFinset, (high (bondFragment e) - low (bondFragment e))) := by
  simp only [h]
  rw [← energy_eq_stars_sub_bonds, ← h]
  abel

end

end ConnectivityHierarchy
```

```lean
#print axioms ConnectivityHierarchy.bond_scheme_misses_angles
#print axioms ConnectivityHierarchy.composite_energy_exact
```

```
'ConnectivityHierarchy.bond_scheme_misses_angles' depends on axioms: [propext, Classical.choice, Quot.sound]
'ConnectivityHierarchy.composite_energy_exact' depends on axioms: [propext, Classical.choice, Quot.sound]
```

## Energies and fragments

Write $a_v$, $b_e$ and $c_{v,p}$ for the terms `T.atom v`, `T.bond e` and `T.angle v p`. They take values in an abelian group `A`, for instance the real numbers. The function `energy` assigns to every fragment $F$

$$E(F)=\sum_{v\in \text{atoms}(F)} a_v+\sum_{e\in \text{bonds}(F)} b_e+\sum_v\sum_{p\in \text{angles}_F(v)} c_{v,p}.$$

The terms may differ from atom to atom and from bond to bond, but each keeps its value in every fragment that contains it. This is the physical assumption of the model: the terms are transferable between the molecule and its fragments.

`starFragment G v` holds $v$, its neighbours and only the bonds that meet $v$. In a three-membered ring the star therefore has all three atoms but lacks the bond opposite $v$. `bondFragment e` is one bond with its two ends. Bonds are cut without hydrogen caps, unlike in the connectivity-based hierarchy of thermochemistry, where hydrogen atoms saturate the cut bonds.

The main theorem, `energy_eq_stars_sub_bonds`, says that for every such graph $G$, with or without rings,

$$E(G)=\sum_v E(\text{star}_v)-\sum_e E(\text{bond}_e).$$

The model has no separate terms for torsions, rings or pairs of non-bonded atoms.

## Counting each term

Let $d_v$ be the degree of $v$. The star at $v$ contributes the atom terms $a_v+\sum_{u\sim v}a_u$. Summed over $v$, each $a_u$ appears once from its own star and $d_u$ times from the stars of its neighbours. Each bond lies in the stars of its two ends.

The star at $v$ has every bond at $v$, hence every molecular angle centred there. An angle centred at another atom $w$ would need two bonds from $w$ to distinct atoms, but every bond in the star contains $v$, so both outer atoms would be $v$. Thus

$$\sum_v E(\text{star}_v)=\sum_v(d_v+1)a_v+2\sum_e b_e+\sum_v\sum_p c_{v,p},$$

where $p$ runs over the molecular angles at $v$.

A single bond has no angle, and each atom is an end of $d_v$ bonds:

$$\sum_e E(\text{bond}_e)=\sum_v d_v a_v+\sum_e b_e.$$

Subtraction leaves every atom, bond and angle term exactly once.

In the file, `star_angles_self`, `star_angles_of_ne` and `bond_angles` settle the angles, while `sum_star_energy` and `sum_bond_energy` are the two displayed sums. The main proof rewrites with these sums, and `abel` carries out the subtraction.

## Exchanging sums with `Finset.sum_comm'`

The double counting turns on one lemma. The plain exchange of two finite sums needs an inner range that doesn't depend on the outer index. Here it does: the neighbours of $v$ depend on $v$. `Finset.sum_comm'` allows this, provided that both orders of summation describe the same set of pairs.

For the bonds in the stars, the pairs are $(v,e)$ with $v\in e$. After the exchange, the inner sum runs over the ends of $e$ while its summand $b_e$ stays constant, so `Finset.sum_const` replaces it by the number of ends times $b_e$. That number is 2 because a simple graph has no loops, which is what `Sym2.card_toFinset_of_not_isDiag` uses. The same exchange gives the factor $d_v$ in both atom counts.

## The lower rung and the composite energy

`bond_scheme_misses_angles` treats the scheme built from bonds and isolated atoms. The fragment made of the single atom $v$ has energy $a_v$, so the sum over bond fragments found above gives

$$\sum_e E(\text{bond}_e)-\sum_v(d_v-1)a_v=\sum_v a_v+\sum_e b_e.$$

This is $E(G)$ without its angle sum. The weight $d_v-1$ is computed in the integers and not in the natural numbers, since it equals $-1$ for an atom of $G$ without bonds.

`composite_energy_exact` takes two methods, `high` and `low`, and assumes that their difference is $E(F)$ on every fragment $F$. Applying the main identity to this difference and adding the low-level molecular energy gives the high-level one. Within this model, the energies of stars and bonds at both levels suffice to correct a cheap molecular calculation to the high level, if the difference between the methods is a sum of transferable atom, bond and angle terms. That form of the difference is a hypothesis about the two methods and is not derived from their electronic structure.
